# Group averaging never raises a positive definite quadratic functional that shares the symmetry, and its minimiser is invariant

Averaging a trial amplitude vector over a finite symmetry group never raises the functional $J(x)=\langle x,Ax\rangle+2\langle x,b\rangle$, and it lowers $J$ strictly unless the vector was already invariant. The minimiser is therefore invariant. Here $A$ is a real symmetric positive definite matrix, $b$ is a real vector, and the group acts by orthogonal matrices that commute with $A$ and fix $b$.

I meet this in second-order perturbation theory, where I keep only the totally symmetric first-order amplitudes and trust that nothing is lost. I would like to see the argument made rigorous, with every step written out and the whole of it checked by machine. Can this be done in Lean?

## The energy drop equals the quadratic form of the symmetry-breaking part

Yes. The claim follows from an exact identity. Write $\rho(g)$ for the matrix of the group element $g\in G$, and let

$$Px=\frac{1}{|G|}\sum_{g\in G}\rho(g)x$$

be the group average of $x$. Then

$$J(x)=J(Px)+\langle x-Px,\;A(x-Px)\rangle .$$

The last term is positive unless $x=Px$, and $x=Px$ holds exactly when $x$ is invariant, meaning $\rho(g)x=x$ for all $g$.

**The average is invariant.** For any $h\in G$,

$$\rho(h)Px=\frac1{|G|}\sum_g\rho(hg)x=Px,$$

because $g\mapsto hg$ only relabels the group elements. Conversely, if $x$ is invariant, all $|G|$ terms of the sum equal $x$, so $Px=x$.

**Averaging preserves overlaps with invariant vectors.** If $v$ is invariant, orthogonality gives

$$\langle\rho(g)x,v\rangle=\langle\rho(g)x,\rho(g)v\rangle=\langle x,v\rangle .$$

Averaging over $g$ yields $\langle Px,v\rangle=\langle x,v\rangle$, so $x-Px$ is orthogonal to every invariant vector.

**The functional expands exactly.** For vectors $p$ and $d$, the symmetry of $A$ makes the two cross terms $\langle p,Ad\rangle$ and $\langle d,Ap\rangle$ equal, so

$$J(p+d)=J(p)+\langle d,Ad\rangle+2\langle d,Ap+b\rangle .$$

**The linear term vanishes at the average.** Take $p=Px$ and $d=x-Px$. The residual $r=APx+b$ is invariant, since

$$\rho(g)r=A\rho(g)Px+\rho(g)b=APx+b=r .$$

Hence $\langle x-Px,r\rangle=0$, and the identity follows.

**Minimisers are invariant.** If a minimiser $x$ were not invariant, $Px$ would have a strictly lower value of $J$, a contradiction. A minimiser does exist: $A$ is invertible, and with $x_0=-A^{-1}b$ the residual $Ax_0+b$ is zero, so the expansion about $x_0$ reads

$$J(y)=J(x_0)+\langle y-x_0,A(y-x_0)\rangle .$$

This exceeds $J(x_0)$ for every $y\neq x_0$.

## Two amplitudes exchanged by symmetry

Let the group consist of the identity and the exchange of two amplitudes, with

$$A=\begin{pmatrix}2&1\\1&2\end{pmatrix},\qquad b=\begin{pmatrix}1\\1\end{pmatrix}.$$

For $x=(1,0)$ one finds $J(x)=2+2=4$. The average is $Px=(\tfrac12,\tfrac12)$, with $J(Px)=\tfrac32+2=\tfrac72$. The symmetry-breaking part $(\tfrac12,-\tfrac12)$ has quadratic form $\tfrac12$, which is exactly the difference.

On invariant vectors $(t,t)$ the functional is $6t^2+4t$, with its minimum $-\tfrac23$ at $t=-\tfrac13$. The vector $(-\tfrac13,-\tfrac13)$ also solves the full equation $Ax=-b$.

## The Lean file

```lean
import Mathlib

open Matrix

namespace SymmetryAdaptedAmplitudes

noncomputable section

variable {G n : Type*} [Group G] [Fintype G] [Fintype n] [DecidableEq n]

/-- The quadratic functional `⟨x, A x⟩ + 2 ⟨x, b⟩` of the amplitude vector `x`. -/
def energy (A : Matrix n n ℝ) (b x : n → ℝ) : ℝ :=
  x ⬝ᵥ A *ᵥ x + 2 * (x ⬝ᵥ b)

/-- The amplitude vector `x` is unchanged by every group operation. -/
def IsInvariant (ρ : G →* Matrix n n ℝ) (x : n → ℝ) : Prop :=
  ∀ g, ρ g *ᵥ x = x

/-- The average of the amplitude vector `x` over all group operations. -/
def average (ρ : G →* Matrix n n ℝ) (x : n → ℝ) : n → ℝ :=
  (Fintype.card G : ℝ)⁻¹ • ∑ g, ρ g *ᵥ x

/-- The group acts by orthogonal matrices that commute with `A` and fix `b`. -/
structure IsSymmetry (ρ : G →* Matrix n n ℝ) (A : Matrix n n ℝ) (b : n → ℝ) : Prop where
  orth : ∀ g, (ρ g)ᵀ * ρ g = 1
  comm : ∀ g, ρ g * A = A * ρ g
  fix : ∀ g, ρ g *ᵥ b = b

/-- The group average of any amplitude vector is invariant. -/
theorem average_invariant (ρ : G →* Matrix n n ℝ) (x : n → ℝ) :
    IsInvariant ρ (average ρ x) := by
  intro h
  have hs := map_sum (Matrix.mulVecLin (ρ h)) (fun g => ρ g *ᵥ x) Finset.univ
  simp only [Matrix.mulVecLin_apply] at hs
  unfold average
  rw [Matrix.mulVec_smul, hs]
  congr 1
  simp only [Matrix.mulVec_mulVec, ← map_mul]
  -- multiplication by `h` only relabels the group elements
  exact Fintype.sum_equiv (Equiv.mulLeft h) _ _ (fun g => rfl)

/-- An invariant amplitude vector equals its group average. -/
theorem average_of_invariant {ρ : G →* Matrix n n ℝ} {x : n → ℝ}
    (hx : IsInvariant ρ x) : average ρ x = x := by
  have hx' : ∀ g, ρ g *ᵥ x = x := hx
  have hc : (Fintype.card G : ℝ) ≠ 0 := Nat.cast_ne_zero.2 Fintype.card_ne_zero
  unfold average
  simp only [hx', Finset.sum_const, Finset.card_univ]
  rw [← Nat.cast_smul_eq_nsmul ℝ, smul_smul, inv_mul_cancel₀ hc, one_smul]

/-- For an orthogonal action, averaging `x` does not change its overlap with an invariant
vector `v`. -/
theorem average_dot {ρ : G →* Matrix n n ℝ} (ho : ∀ g, (ρ g)ᵀ * ρ g = 1)
    {v : n → ℝ} (hv : IsInvariant ρ v) (x : n → ℝ) :
    average ρ x ⬝ᵥ v = x ⬝ᵥ v := by
  have hc : (Fintype.card G : ℝ) ≠ 0 := Nat.cast_ne_zero.2 Fintype.card_ne_zero
  have hg : ∀ g, (ρ g *ᵥ x) ⬝ᵥ v = x ⬝ᵥ v := by
    intro g
    calc (ρ g *ᵥ x) ⬝ᵥ v = (ρ g *ᵥ x) ⬝ᵥ (ρ g *ᵥ v) := by rw [hv g]
      _ = x ⬝ᵥ v := by
        rw [Matrix.dotProduct_mulVec, ← Matrix.mulVec_transpose, Matrix.mulVec_mulVec,
          ho g, Matrix.one_mulVec]
  have hs : (∑ g, ρ g *ᵥ x) ⬝ᵥ v = ∑ g, (ρ g *ᵥ x) ⬝ᵥ v := by
    simp only [dotProduct, Finset.sum_apply, Finset.sum_mul]
    exact Finset.sum_comm
  unfold average
  rw [smul_dotProduct, hs]
  simp only [hg, Finset.sum_const, Finset.card_univ, nsmul_eq_mul, smul_eq_mul]
  rw [inv_mul_cancel_left₀ hc]

omit [DecidableEq n] in
/-- Expansion of the functional about `p` for a displacement `d`, with residual `A p + b`. -/
theorem energy_add {A : Matrix n n ℝ} (hA : Aᵀ = A) (b p d : n → ℝ) :
    energy A b (p + d) = energy A b p + d ⬝ᵥ A *ᵥ d + 2 * (d ⬝ᵥ (A *ᵥ p + b)) := by
  have hs : p ⬝ᵥ A *ᵥ d = d ⬝ᵥ A *ᵥ p := by
    rw [Matrix.dotProduct_mulVec, ← Matrix.mulVec_transpose, hA, dotProduct_comm]
  simp only [energy, Matrix.mulVec_add, add_dotProduct, dotProduct_add]
  linear_combination hs

/-- The functional at `x` is its value at the group average plus the quadratic form of the
symmetry-breaking part of `x`. -/
theorem energy_split {ρ : G →* Matrix n n ℝ} {A : Matrix n n ℝ} {b : n → ℝ}
    (hA : Aᵀ = A) (h : IsSymmetry ρ A b) (x : n → ℝ) :
    energy A b x = energy A b (average ρ x)
      + (x - average ρ x) ⬝ᵥ A *ᵥ (x - average ρ x) := by
  -- the residual at the average is invariant
  have hr : IsInvariant ρ (A *ᵥ average ρ x + b) := by
    intro g
    rw [Matrix.mulVec_add, Matrix.mulVec_mulVec, h.comm g, ← Matrix.mulVec_mulVec,
      average_invariant ρ x g, h.fix g]
  -- hence it has no overlap with the symmetry-breaking part
  have h0 : (x - average ρ x) ⬝ᵥ (A *ᵥ average ρ x + b) = 0 := by
    rw [sub_dotProduct, average_dot h.orth hr, sub_self]
  have he := energy_add hA b (average ρ x) (x - average ρ x)
  rw [add_sub_cancel, h0] at he
  linarith

omit [DecidableEq n] in
/-- A real positive definite matrix is symmetric and has a positive quadratic form. -/
private theorem posDef_real {A : Matrix n n ℝ} (hA : A.PosDef) :
    Aᵀ = A ∧ ∀ x : n → ℝ, x ≠ 0 → 0 < x ⬝ᵥ A *ᵥ x := by
  refine ⟨(Matrix.conjTranspose_eq_transpose_of_trivial A).symm.trans hA.isHermitian, ?_⟩
  intro x hx
  simpa only [star_trivial] using hA.dotProduct_mulVec_pos hx

/-- Averaging over the group never raises the functional, and lowers it strictly exactly when
the trial vector is not invariant. -/
theorem energy_average_le {ρ : G →* Matrix n n ℝ} {A : Matrix n n ℝ} {b : n → ℝ}
    (hA : A.PosDef) (h : IsSymmetry ρ A b) (x : n → ℝ) :
    energy A b (average ρ x) ≤ energy A b x ∧
      (energy A b (average ρ x) < energy A b x ↔ ¬ IsInvariant ρ x) := by
  obtain ⟨hs, hp⟩ := posDef_real hA
  by_cases hx : IsInvariant ρ x
  · rw [average_of_invariant hx]
    exact ⟨le_refl _, fun hl => absurd hl (lt_irrefl _), fun hn => absurd hx hn⟩
  · have hd : x - average ρ x ≠ 0 := by
      intro h0
      apply hx
      rw [sub_eq_zero.1 h0]
      exact average_invariant ρ x
    have hlt : energy A b (average ρ x) < energy A b x := by
      linarith [energy_split hs h x, hp _ hd]
    exact ⟨hlt.le, fun _ => hx, fun _ => hlt⟩

/-- Every minimiser of the functional is invariant under the group. -/
theorem minimiser_invariant {ρ : G →* Matrix n n ℝ} {A : Matrix n n ℝ} {b : n → ℝ}
    (hA : A.PosDef) (h : IsSymmetry ρ A b) {x : n → ℝ}
    (hx : ∀ y, energy A b x ≤ energy A b y) : IsInvariant ρ x := by
  by_contra hn
  exact not_lt_of_ge (hx _) ((energy_average_le hA h x).2.2 hn)

/-- There is an invariant solution of `A x = -b` at which the functional is strictly lower than
at every other amplitude vector. -/
theorem exists_invariant_minimiser {ρ : G →* Matrix n n ℝ} {A : Matrix n n ℝ} {b : n → ℝ}
    (hA : A.PosDef) (h : IsSymmetry ρ A b) :
    ∃ x, A *ᵥ x = -b ∧ IsInvariant ρ x ∧ ∀ y, y ≠ x → energy A b x < energy A b y := by
  obtain ⟨hs, hp⟩ := posDef_real hA
  have hu : IsUnit A.det := isUnit_iff_ne_zero.2 hA.det_pos.ne'
  have hx : A *ᵥ (-(A⁻¹ *ᵥ b)) = -b := by
    rw [Matrix.mulVec_neg, Matrix.mulVec_mulVec, Matrix.mul_nonsing_inv A hu,
      Matrix.one_mulVec]
  generalize -(A⁻¹ *ᵥ b) = x at hx
  have hmin : ∀ y, y ≠ x → energy A b x < energy A b y := by
    intro y hy
    have he := energy_add hs b x (y - x)
    rw [add_sub_cancel, hx, neg_add_cancel, dotProduct_zero] at he
    linarith [hp _ (sub_ne_zero.2 hy)]
  refine ⟨x, hx, minimiser_invariant hA h fun y => ?_, hmin⟩
  by_cases hy : y = x
  · rw [hy]
  · exact (hmin y hy).le

/-- A lower bound of the functional on the invariant amplitude vectors is a lower bound on all
amplitude vectors. -/
theorem bound_of_invariant_bound {ρ : G →* Matrix n n ℝ} {A : Matrix n n ℝ} {b : n → ℝ}
    (hA : A.PosDef) (h : IsSymmetry ρ A b) {E : ℝ}
    (hE : ∀ y, IsInvariant ρ y → E ≤ energy A b y) (x : n → ℝ) : E ≤ energy A b x :=
  (hE _ (average_invariant ρ x)).trans (energy_average_le hA h x).1

/-- The two-element group acting on two amplitudes by exchanging them. -/
def swapRep : ℤˣ →* Matrix (Fin 2) (Fin 2) ℝ where
  toFun u := if u = 1 then 1 else !![0, 1; 1, 0]
  map_one' := by simp
  map_mul' u v := by
    have h : (-1 : ℤˣ) ≠ 1 := by decide
    rcases Int.units_eq_one_or u with rfl | rfl <;>
      rcases Int.units_eq_one_or v with rfl | rfl <;> simp [h, Matrix.one_fin_two]

/-- Exchange of two amplitudes is a symmetry of a coupled positive definite problem, and the
vector `(1, 0)` is not invariant under it. -/
theorem isSymmetry_witness :
    (!![2, 1; 1, 2] : Matrix (Fin 2) (Fin 2) ℝ).PosDef ∧
      IsSymmetry swapRep !![2, 1; 1, 2] ![1, 1] ∧ ¬ IsInvariant swapRep ![1, 0] := by
  have hne : (-1 : ℤˣ) ≠ 1 := by decide
  have hm : swapRep (-1) = !![0, 1; 1, 0] := by simp [swapRep, hne]
  refine ⟨Matrix.posDef_iff_dotProduct_mulVec.2 ⟨?_, ?_⟩, ⟨?_, ?_, ?_⟩, ?_⟩
  · ext i j
    fin_cases i <;> fin_cases j <;> simp
  · intro x hx
    have e : star x ⬝ᵥ (!![2, 1; 1, 2] : Matrix (Fin 2) (Fin 2) ℝ) *ᵥ x
        = x 0 ^ 2 + x 1 ^ 2 + (x 0 + x 1) ^ 2 := by
      simp [dotProduct, Matrix.mulVec, Fin.sum_univ_two]
      ring
    rw [e]
    by_contra hn
    have hn' := not_lt.1 hn
    have h0 : x 0 ^ 2 = 0 := by
      linarith [sq_nonneg (x 0), sq_nonneg (x 1), sq_nonneg (x 0 + x 1)]
    have h1 : x 1 ^ 2 = 0 := by
      linarith [sq_nonneg (x 0), sq_nonneg (x 1), sq_nonneg (x 0 + x 1)]
    apply hx
    ext i
    fin_cases i
    · simpa using h0
    · simpa using h1
  · intro g
    rcases Int.units_eq_one_or g with rfl | rfl
    · simp
    · rw [hm]
      ext i j
      fin_cases i <;> fin_cases j <;> simp [Matrix.mul_apply, Fin.sum_univ_two]
  · intro g
    rcases Int.units_eq_one_or g with rfl | rfl
    · simp
    · rw [hm]
      ext i j
      fin_cases i <;> fin_cases j <;> simp [Matrix.mul_apply, Fin.sum_univ_two]
  · intro g
    rcases Int.units_eq_one_or g with rfl | rfl
    · simp
    · rw [hm]
      ext i
      fin_cases i <;> simp [Matrix.mulVec, dotProduct, Fin.sum_univ_two]
  · intro hi
    have h0 := congrFun (hi (-1)) 0
    rw [hm] at h0
    simp [Matrix.mulVec, dotProduct, Fin.sum_univ_two] at h0

end

end SymmetryAdaptedAmplitudes
```

```lean
#print axioms SymmetryAdaptedAmplitudes.minimiser_invariant
#print axioms SymmetryAdaptedAmplitudes.exists_invariant_minimiser
#print axioms SymmetryAdaptedAmplitudes.bound_of_invariant_bound
```

```
'SymmetryAdaptedAmplitudes.minimiser_invariant' depends on axioms: [propext, Classical.choice, Quot.sound]
'SymmetryAdaptedAmplitudes.exists_invariant_minimiser' depends on axioms: [propext, Classical.choice, Quot.sound]
'SymmetryAdaptedAmplitudes.bound_of_invariant_bound' depends on axioms: [propext, Classical.choice, Quot.sound]
```

## How the Lean statements map to the physics

The finite type `n` labels the amplitudes, and a vector `n → ℝ` holds their values. The symbols `⬝ᵥ` and `*ᵥ` are the dot product and the matrix-vector product. `energy A b x` is $J(x)$; its sign convention makes the stationarity condition $Ax=-b$. `average ρ x` is $Px$.

The action is `ρ : G →* Matrix n n ℝ`, a map that respects products and the identity. `IsSymmetry` collects the three physical conditions:

- `orth`: each operation preserves overlaps, as a symmetry does in an orthonormal configuration basis whose span the group maps into itself.
- `comm`: the operation commutes with $A$, which in perturbation theory is the zeroth-order Hamiltonian minus the zeroth-order energy of the reference state, restricted to the excited configurations.
- `fix`: the coupling vector $b$ between the reference and the excited configurations is unchanged, as it is when both the reference state and the perturbation are invariant.

The hypothesis `A.PosDef` contains the symmetry of $A$ as well as positivity. Physically it says that every zeroth-order excitation energy in the chosen space is positive. With these identifications $J$ is the Hylleraas functional, and its minimum is the second-order energy for real amplitudes in a finite basis.

The main statements are these:

- `energy_average_le` says that $J(Px)\le J(x)$, and that the inequality is strict if and only if $x$ is not invariant.
- `minimiser_invariant` says that any $x$ with $J(x)\le J(y)$ for all $y$ is invariant.
- `exists_invariant_minimiser` provides an invariant solution of $Ax=-b$ at which $J$ is strictly lower than at every other vector.
- `bound_of_invariant_bound` says that a lower bound on $J$ over the invariant vectors holds for all vectors.

Complex amplitudes, continuous groups and non-orthogonal bases are not treated. Positivity and the symmetry conditions are assumed, not derived from a Hamiltonian. The convexity of $J$, which positive definiteness gives, matters too: a nonlinear mean-field energy need not be convex and can have minimisers that break the symmetry of the Hamiltonian, and nothing here contradicts that.

## How the Lean proof follows the derivation

`average_invariant` moves $\rho(h)$ inside the sum and merges the matrix products; `Equiv.mulLeft h` then supplies the relabelling $g\mapsto hg$. `average_of_invariant` is the converse, a sum of $|G|$ equal terms divided by $|G|$.

In `average_dot`, the `calc` block replaces $v$ by $\rho(g)v$ and then cancels $\rho(g)^{\mathsf T}\rho(g)=1$. The rest of the proof averages this equality over the group.

`energy_add` is the expansion about $p$. It first proves that the cross terms agree, as `hs`, and `linear_combination hs` finishes the algebra. `energy_split` combines these results: `hr` is the invariance of the residual, `h0` its orthogonality to $x-Px$, and the expansion then gives the identity. This lemma needs only a symmetric $A$; positivity enters afterwards, through `posDef_real`, which extracts both properties from `A.PosDef`.

`energy_average_le` splits into two cases. If $x$ is invariant, the two energies coincide. Otherwise $x-Px\neq0$, since equality would make $x$ invariant, and the identity gives a strict drop. `minimiser_invariant` is the argument by contradiction. `exists_invariant_minimiser` verifies that $-A^{-1}b$ solves the linear equation, expands about it, and obtains its invariance from the preceding theorem. `bound_of_invariant_bound` chains the assumed bound at $Px$ with $J(Px)\le J(x)$.

The last two declarations show that the hypotheses are met by the two-amplitude example. `swapRep` represents the group $\{1,-1\}$, with $-1$ acting as the exchange. With $x_0$ and $x_1$ now denoting the two components of $x$, `isSymmetry_witness` proves positivity from

$$\langle x,Ax\rangle=x_0^2+x_1^2+(x_0+x_1)^2,$$

checks the symmetry conditions entry by entry, and shows that $(1,0)$ is not invariant.

## Symmetry restriction in an amplitude solver

A program can use the result by storing only invariant combinations. Let the columns of $U$ be an orthonormal basis of the invariant vectors. One solves the smaller system

$$(U^{\mathsf T}AU)c=-U^{\mathsf T}b$$

and sets $x=Uc$. The residual $Ax+b$ is then invariant and also orthogonal to all invariant vectors, so it is zero, and $x$ solves the full problem.

A solver that works with the full vector can stay in the invariant subspace as well. The iteration

$$x\leftarrow x-D^{-1}(Ax+b)$$

keeps an invariant starting vector invariant in exact arithmetic, provided the preconditioner $D$ commutes with the group. Rounding can introduce a small symmetry-breaking part, which replacing $x$ by $Px$ removes without raising $J$. The norm of $x-Px$ is also a cheap diagnostic: it can't exceed the distance from $x$ to the exact solution, so a large value reveals an unconverged vector or a broken symmetry in the input. These remarks on solvers are ordinary linear algebra added to the checked theorems.
